# In a finite basis, the lowest energy under a growing penalty on core overlap converges from below to the core-orthogonal value

The lowest energy is taken here as an infimum of Rayleigh quotients, not as an eigenvalue. For a real square matrix $H$ and a subspace $S$ of $\mathbb R^n$, let

$$E(H,S)=\inf_{x\in S,\ x\ne0}\frac{x\cdot Hx}{x\cdot x}.$$

This needs no diagonalisation and no symmetry of $H$. When $H$ is symmetric and $S\neq\{0\}$, it is the lowest eigenvalue of the matrix that represents $H$ in an orthonormal basis of $S$.

Let $k$ be a core vector and $S_k$ the set of vectors in $S$ orthogonal to $k$. Write $E(w)=E(H+w\,kk^T,S)$ and $E_\infty=E(H,S_k)$. If $S_k$ contains a nonzero vector, $E(w)$ is nondecreasing and tends to $E_\infty$ as $w\to\infty$. There are also constants $C,D$ with

$$E_\infty-\frac{C}{w-D}\le E(w)\le E_\infty,$$

where the lower bound holds for $w>D$ and the upper bound for every $w$.

## Level shifts in valence-only codes

A valence-only calculation can fall into a core level if its potential still supports one and its basis is able to represent it. Some model-potential codes prevent this by adding $w\,kk^T$ to the one-electron Hamiltonian, where $w$ is an energy penalty for core overlap. For a fixed one-electron matrix and one core vector, the result says that the lowest energy approaches its value under strict orthogonality, with an error of at most order $1/w$.

In a nonorthogonal basis with overlap matrix $O$ and core coefficients $c$, the added matrix is $w\,(Oc)(Oc)^T$; orthonormalising the basis brings the problem to the form used here. A practical check at large $w$ is to repeat the run with $2w$: where the error falls as $1/w$, the energy rises by half of the error at $w$. At small $w$ this check misleads, because the energy moves little even if the state is still the core level. A very large $w$ widens the spectrum and can slow an iterative eigensolver.

## Completing the square in the core overlap

Put $a=k\cdot x$. The shift adds $wa^2$ to the energy expression:

$$x\cdot(H+w\,kk^T)x=x\cdot Hx+wa^2.$$

This is nondecreasing in $w$ for each $x$, hence so is the infimum. On $S_k$ the added term vanishes, so $E(w)\le E_\infty$.

For the lower bound, choose $u\in S$ such that $y=x-au$ lies in $S_k$ for every $x\in S$. If some $t\in S$ has $k\cdot t\ne0$, take $u=t/(k\cdot t)$; otherwise take $u=0$. Expanding $y\cdot Hy\ge E_\infty\,y\cdot y$ gives

$$x\cdot Hx\ge E_\infty\,x\cdot x+a\,v\cdot x-a^2D,$$

with $v=H^Tu+Hu-2E_\infty u$ and $D=u\cdot Hu-E_\infty\,u\cdot u$. Add $wa^2$ and set $s=w-D>0$. Then

$$sa^2+a\,v\cdot x=s\Big(a+\frac{v\cdot x}{2s}\Big)^2-\frac{(v\cdot x)^2}{4s}\ge-\frac{(v\cdot v)(x\cdot x)}{4s},$$

by Cauchy–Schwarz. Dividing by $x\cdot x$ and taking the infimum gives the bound with $C=v\cdot v/4$. Both sides of the estimate tend to $E_\infty$.

The error can be nonzero at every finite $w$. For $H=\begin{pmatrix}0&1\\1&0\end{pmatrix}$, $k=(1,0)$ and $S=\mathbb R^2$, $E_\infty=0$, while the trial vector $(1,-(|w|+1))$ has the negative quotient

$$\frac{w-2|w|-2}{1+(|w|+1)^2}.$$

Diagonalising gives $E(w)=\tfrac12\big(w-\sqrt{w^2+4}\big)\approx-1/w$ for large $w$.

## The Lean file

```lean
import Mathlib

open Matrix Filter Topology

namespace CoreLevelShift

noncomputable section

variable {n : Type*} [Fintype n]

/-- The Rayleigh quotient of `H` at a nonzero vector `x`. -/
def rayleigh (H : Matrix n n ℝ) (x : n → ℝ) : ℝ :=
  (x ⬝ᵥ (H *ᵥ x)) / (x ⬝ᵥ x)

/-- The lowest Rayleigh quotient (infimum) of `H` over the nonzero vectors of a
space `S` that contains at least one such vector. -/
def lowest (H : Matrix n n ℝ) (S : Submodule ℝ (n → ℝ)) : ℝ :=
  sInf {r | ∃ x ∈ S, x ≠ 0 ∧ r = rayleigh H x}

/-- The level-shifted Hamiltonian `H + w k kᵀ`. -/
def shifted (H : Matrix n n ℝ) (k : n → ℝ) (w : ℝ) : Matrix n n ℝ :=
  H + w • vecMulVec k k

/-- The vectors of the basis space `S` that are orthogonal to the core vector `k`. -/
def coreFree (S : Submodule ℝ (n → ℝ)) (k : n → ℝ) : Submodule ℝ (n → ℝ) where
  carrier := {x | x ∈ S ∧ k ⬝ᵥ x = 0}
  zero_mem' := ⟨S.zero_mem, dotProduct_zero k⟩
  add_mem' := by
    rintro x y ⟨hx, hx'⟩ ⟨hy, hy'⟩
    exact ⟨S.add_mem hx hy, by rw [dotProduct_add, hx', hy', add_zero]⟩
  smul_mem' := by
    rintro c x ⟨hx, hx'⟩
    exact ⟨S.smul_mem c hx, by rw [dotProduct_smul, hx', smul_zero]⟩

/-- The shift raises the energy expression of `x` by `w` times its squared overlap
with the core vector. -/
theorem shifted_energy (H : Matrix n n ℝ) (k x : n → ℝ) (w : ℝ) :
    x ⬝ᵥ (shifted H k w *ᵥ x) = x ⬝ᵥ (H *ᵥ x) + w * (k ⬝ᵥ x) ^ 2 := by
  have h : (w • vecMulVec k k) *ᵥ x = (w * (k ⬝ᵥ x)) • k := by
    ext i
    simp only [Matrix.mulVec, dotProduct, Matrix.smul_apply, vecMulVec_apply,
      Pi.smul_apply, smul_eq_mul, Finset.mul_sum, Finset.sum_mul]
    exact Finset.sum_congr rfl fun j _ => by ring
  rw [shifted, Matrix.add_mulVec, dotProduct_add, h, dotProduct_smul, smul_eq_mul,
    dotProduct_comm x k]
  ring

/-- A nonzero real vector has positive squared norm. -/
theorem dot_self_pos {x : n → ℝ} (hx : x ≠ 0) : 0 < x ⬝ᵥ x := by
  obtain ⟨i, hi⟩ := Function.ne_iff.mp hx
  exact Finset.sum_pos' (fun j _ => mul_self_nonneg (x j))
    ⟨i, Finset.mem_univ i, mul_self_pos.mpr hi⟩

/-- The energy expression of a real matrix is bounded below by a fixed multiple of
the squared norm. -/
theorem energy_bound (H : Matrix n n ℝ) :
    ∃ M : ℝ, ∀ x : n → ℝ, -M * (x ⬝ᵥ x) ≤ x ⬝ᵥ (H *ᵥ x) := by
  refine ⟨∑ i, ∑ j, |H i j|, fun x => ?_⟩
  have hx : ∀ i, x i ^ 2 ≤ x ⬝ᵥ x := by
    intro i
    rw [sq]
    exact Finset.single_le_sum (f := fun j => x j * x j)
      (fun j _ => mul_self_nonneg (x j)) (Finset.mem_univ i)
  calc -(∑ i, ∑ j, |H i j|) * (x ⬝ᵥ x)
      = ∑ i, ∑ j, -(|H i j| * (x ⬝ᵥ x)) := by
        simp only [Finset.sum_neg_distrib, Finset.sum_mul, neg_mul]
    _ ≤ ∑ i, ∑ j, x i * (H i j * x j) := by
        refine Finset.sum_le_sum fun i _ => Finset.sum_le_sum fun j _ => ?_
        have h1 : |x i * x j| ≤ x ⬝ᵥ x := abs_le.mpr
          ⟨by nlinarith [sq_nonneg (x i + x j), hx i, hx j],
            by nlinarith [sq_nonneg (x i - x j), hx i, hx j]⟩
        have h2 : |H i j * (x i * x j)| ≤ |H i j| * (x ⬝ᵥ x) := by
          rw [abs_mul]
          exact mul_le_mul_of_nonneg_left h1 (abs_nonneg _)
        have h3 := neg_abs_le (H i j * (x i * x j))
        have h4 : x i * (H i j * x j) = H i j * (x i * x j) := by ring
        rw [h4]
        linarith
    _ = x ⬝ᵥ (H *ᵥ x) := by simp only [dotProduct, Matrix.mulVec, Finset.mul_sum]

/-- Variational principle: every vector of `S` has an energy expression at least the
lowest Rayleigh quotient times its squared norm. -/
theorem lowest_mul_le (H : Matrix n n ℝ) {S : Submodule ℝ (n → ℝ)} {x : n → ℝ}
    (hx : x ∈ S) : lowest H S * (x ⬝ᵥ x) ≤ x ⬝ᵥ (H *ᵥ x) := by
  rcases eq_or_ne x 0 with rfl | h0
  · simp
  obtain ⟨M, hM⟩ := energy_bound H
  have hb : BddBelow {r | ∃ x ∈ S, x ≠ 0 ∧ r = rayleigh H x} := by
    refine ⟨-M, ?_⟩
    rintro r ⟨y, _, hy0, rfl⟩
    rw [rayleigh, le_div_iff₀ (dot_self_pos hy0)]
    exact hM y
  have h : lowest H S ≤ rayleigh H x := csInf_le hb ⟨x, hx, h0, rfl⟩
  rwa [rayleigh, le_div_iff₀ (dot_self_pos h0)] at h

/-- If `S` has a nonzero vector, a lower bound on the energy per squared norm valid
throughout `S` is a lower bound on the lowest Rayleigh quotient. -/
theorem le_lowest {H : Matrix n n ℝ} {S : Submodule ℝ (n → ℝ)} {c : ℝ}
    (hS : ∃ x ∈ S, x ≠ 0) (h : ∀ x ∈ S, c * (x ⬝ᵥ x) ≤ x ⬝ᵥ (H *ᵥ x)) :
    c ≤ lowest H S := by
  obtain ⟨x, hx, hx0⟩ := hS
  unfold lowest
  refine le_csInf ⟨_, x, hx, hx0, rfl⟩ ?_
  rintro r ⟨y, hy, hy0, rfl⟩
  rw [rayleigh, le_div_iff₀ (dot_self_pos hy0)]
  exact h y hy

/-- If `S` has a nonzero vector orthogonal to `k`, the lowest Rayleigh quotient of `H + w k kᵀ` on
`S` lies at most `C / (w - D)` below that of `H` on the vectors of `S` orthogonal to `k`, for all
`w > D`, with constants `C` and `D` independent of `w`. -/
theorem shift_error (H : Matrix n n ℝ) (k : n → ℝ) (S : Submodule ℝ (n → ℝ))
    (hS : ∃ x ∈ coreFree S k, x ≠ 0) :
    ∃ C D : ℝ, ∀ w > D,
      lowest H (coreFree S k) - C / (w - D) ≤ lowest (shifted H k w) S := by
  -- a direction `u` in `S` that removes the core component of every vector of `S`
  obtain ⟨u, hu, hk⟩ : ∃ u ∈ S, ∀ x ∈ S, k ⬝ᵥ (x - (k ⬝ᵥ x) • u) = 0 := by
    by_cases h : ∃ v ∈ S, k ⬝ᵥ v ≠ 0
    · obtain ⟨v, hv, h0⟩ := h
      refine ⟨(k ⬝ᵥ v)⁻¹ • v, S.smul_mem _ hv, fun x _ => ?_⟩
      rw [dotProduct_sub, dotProduct_smul, dotProduct_smul, smul_eq_mul, smul_eq_mul,
        inv_mul_cancel₀ h0, mul_one, sub_self]
    · refine ⟨0, S.zero_mem, fun x hx => ?_⟩
      rw [smul_zero, sub_zero]
      by_contra hne
      exact h ⟨x, hx, hne⟩
  obtain ⟨z, hz, hz0⟩ := hS
  generalize hE : lowest H (coreFree S k) = E
  let v : n → ℝ := u ᵥ* H + H *ᵥ u - (2 * E) • u
  refine ⟨(v ⬝ᵥ v) / 4, u ⬝ᵥ (H *ᵥ u) - E * (u ⬝ᵥ u), fun w hw => ?_⟩
  refine le_lowest ⟨z, hz.1, hz0⟩ fun x hx => ?_
  rw [shifted_energy]
  have hy : x - (k ⬝ᵥ x) • u ∈ coreFree S k :=
    ⟨S.sub_mem hx (S.smul_mem _ hu), hk x hx⟩
  have h1 := lowest_mul_le H hy
  rw [hE] at h1
  simp only [Matrix.mulVec_sub, Matrix.mulVec_smul, sub_dotProduct, dotProduct_sub,
    smul_dotProduct, dotProduct_smul, smul_eq_mul, dotProduct_comm x u] at h1
  have hL : v ⬝ᵥ x = u ⬝ᵥ (H *ᵥ x) + x ⬝ᵥ (H *ᵥ u) - 2 * E * (u ⬝ᵥ x) := by
    simp only [v, sub_dotProduct, add_dotProduct, smul_dotProduct, smul_eq_mul]
    rw [← Matrix.dotProduct_mulVec, dotProduct_comm (H *ᵥ u) x]
  have hCS : (v ⬝ᵥ x) ^ 2 ≤ (v ⬝ᵥ v) * (x ⬝ᵥ x) := by
    have e : ∀ y : n → ℝ, y ⬝ᵥ y = ∑ i, y i ^ 2 := fun y => by
      simp only [dotProduct, sq]
    rw [e v, e x]
    exact Finset.sum_mul_sq_le_sq_mul_sq Finset.univ v x
  -- complete the square in the core overlap
  generalize hs : w - (u ⬝ᵥ (H *ᵥ u) - E * (u ⬝ᵥ u)) = s
  have hs0 : 0 < s := by linarith
  have hr : s * s⁻¹ = 1 := mul_inv_cancel₀ hs0.ne'
  have hr0 : 0 ≤ s⁻¹ := inv_nonneg.mpr hs0.le
  have h2 : s⁻¹ * (2 * s * (k ⬝ᵥ x) + v ⬝ᵥ x) ^ 2 / 4
      = s * (k ⬝ᵥ x) ^ 2 + (k ⬝ᵥ x) * (v ⬝ᵥ x) + s⁻¹ * (v ⬝ᵥ x) ^ 2 / 4 := by
    linear_combination (s * (k ⬝ᵥ x) ^ 2 + (k ⬝ᵥ x) * (v ⬝ᵥ x)) * hr
  have h3 : 0 ≤ s⁻¹ * (2 * s * (k ⬝ᵥ x) + v ⬝ᵥ x) ^ 2 / 4 := by positivity
  have h4 := mul_le_mul_of_nonneg_left hCS hr0
  have h5 : w = s + (u ⬝ᵥ (H *ᵥ u) - E * (u ⬝ᵥ u)) := by linarith
  rw [h2, hL] at h3
  rw [hL] at h4
  rw [h5, div_eq_mul_inv]
  linarith

/-- If `S` has a nonzero vector orthogonal to `k`, the lowest Rayleigh quotient of
`H + w k kᵀ` on `S` is nondecreasing in `w` and converges, as `w` tends to infinity,
to that of `H` on the vectors of `S` orthogonal to `k`. -/
theorem level_shift_limit (H : Matrix n n ℝ) (k : n → ℝ) (S : Submodule ℝ (n → ℝ))
    (hS : ∃ x ∈ coreFree S k, x ≠ 0) :
    Monotone (fun w => lowest (shifted H k w) S) ∧
      Tendsto (fun w => lowest (shifted H k w) S) atTop
        (𝓝 (lowest H (coreFree S k))) := by
  constructor
  · intro a b hab
    obtain ⟨z, hz, hz0⟩ := hS
    refine le_lowest ⟨z, hz.1, hz0⟩ fun x hx => ?_
    have h := lowest_mul_le (shifted H k a) hx
    rw [shifted_energy] at h ⊢
    have h' := mul_le_mul_of_nonneg_right hab (sq_nonneg (k ⬝ᵥ x))
    linarith
  · obtain ⟨C, D, hCD⟩ := shift_error H k S hS
    have hD : Tendsto (fun w : ℝ => w - D) atTop atTop :=
      (tendsto_atTop_add_const_right atTop (-D) tendsto_id).congr
        fun w => (sub_eq_add_neg w D).symm
    have hlow := (tendsto_const_nhds (x := lowest H (coreFree S k))).sub
      (hD.const_div_atTop C)
    rw [sub_zero] at hlow
    refine tendsto_of_tendsto_of_tendsto_of_le_of_le' hlow tendsto_const_nhds
      ((eventually_gt_atTop D).mono hCD) (Eventually.of_forall fun w => ?_)
    -- core-free vectors do not feel the shift
    refine le_lowest hS fun x hx => ?_
    have h := lowest_mul_le (shifted H k w) hx.1
    rw [shifted_energy, hx.2] at h
    linarith

/-- In the two-level model with zero diagonal and unit coupling, whose core vector is the first
basis vector, every finite shift gives a lowest Rayleigh quotient strictly below that of the
unshifted matrix on the vectors orthogonal to the core vector. -/
theorem two_level_strict (w : ℝ) :
    lowest (shifted !![0, 1; 1, 0] ![1, 0] w) ⊤ <
      lowest !![0, 1; 1, 0] (coreFree ⊤ ![1, 0]) := by
  have hH : ∀ x : Fin 2 → ℝ,
      x ⬝ᵥ ((!![0, 1; 1, 0] : Matrix (Fin 2) (Fin 2) ℝ) *ᵥ x) = 2 * x 0 * x 1 := by
    intro x
    simp [Matrix.mulVec, dotProduct, Fin.sum_univ_two]
    ring
  have hk : ∀ x : Fin 2 → ℝ, ![1, 0] ⬝ᵥ x = x 0 := by
    intro x
    simp [dotProduct, Fin.sum_univ_two]
  have hlim : 0 ≤ lowest !![0, 1; 1, 0] (coreFree ⊤ ![1, 0]) := by
    refine le_lowest ⟨![0, 1], ⟨Submodule.mem_top, hk _⟩, fun h => ?_⟩ fun x hx => ?_
    · have h1 : (1 : ℝ) = 0 := congrFun h 1
      exact one_ne_zero h1
    · have h0 : x 0 = 0 := (hk x).symm.trans hx.2
      rw [hH, h0]
      linarith
  refine lt_of_lt_of_le ?_ hlim
  -- a trial vector with a nonzero core component has negative energy
  let x : Fin 2 → ℝ := ![1, -(|w| + 1)]
  have h := lowest_mul_le (shifted !![0, 1; 1, 0] ![1, 0] w)
    (Submodule.mem_top : x ∈ (⊤ : Submodule ℝ (Fin 2 → ℝ)))
  have h0 : x 0 = 1 := rfl
  have h1 : x 1 = -(|w| + 1) := rfl
  rw [shifted_energy, hH, hk, h0, h1] at h
  have hN : 0 ≤ x ⬝ᵥ x := Finset.sum_nonneg fun i _ => mul_self_nonneg (x i)
  by_contra hn
  have hp := mul_nonneg (not_lt.mp hn) hN
  linarith [le_abs_self w, abs_nonneg w]

end

end CoreLevelShift
```

```lean
#print axioms CoreLevelShift.level_shift_limit
#print axioms CoreLevelShift.two_level_strict
```

```
'CoreLevelShift.level_shift_limit' depends on axioms: [propext, Classical.choice, Quot.sound]
'CoreLevelShift.two_level_strict' depends on axioms: [propext, Classical.choice, Quot.sound]
```

## One core vector, one energy, a fixed matrix

`lowest` is $E(H,S)$, `shifted` is $H+w\,kk^T$ and `coreFree S k` is $S_k$. The hypothesis `hS` supplies a nonzero core-free vector; it holds whenever $\dim S\ge2$. The vector $k$ need not be normalised, lie in $S$ or be an eigenvector of $H$.

`energy_bound` keeps the quotients bounded below, using $|x_ix_j|\le x\cdot x$. `lowest_mul_le` and `le_lowest` are the two directions of the variational principle. `shift_error` carries out the square: `linear_combination` checks the identity and `linarith` assembles the inequalities. `level_shift_limit` proves monotonicity and squeezes $E(w)$ to its limit, and `two_level_strict` treats the example through its trial vector.

The theorems concern the lowest quotient only. They do not address convergence of orbitals, excited levels, several core vectors, or a self-consistent $H$ that changes with the solution. `shift_error` states that $C$ and $D$ exist; their formulas appear in its proof.
